# Stronger coupling never raises the ground-state repulsion ⟨W⟩ of a matrix Hamiltonian H₀ + κW

When the repulsion between electrons is turned up and the one-electron part of a finite-dimensional Hamiltonian is held fixed, the ground state never acquires more bare repulsion, and its one-electron energy never falls. Let H₀ and W be Hermitian matrices, let 0 ≤ κ < μ, and let ψ and φ be normalised ground states of H₀ + κW and H₀ + μW. Then

⟨W⟩_φ ≤ ⟨W⟩_ψ and ⟨H₀⟩_φ ≥ ⟨H₀⟩_ψ,

where ⟨A⟩_x = x†Ax. Both inequalities are strict if φ is not an eigenvector of W. The coupling strength κ is often written λ. "Bare" means that ⟨W⟩ is taken without the factor κ or μ.

For full configuration interaction in a finite orthonormal set of determinants, the choice κ = 0 and μ = 1 compares the ground state of independent electrons with the correlated one. The average repulsion cannot rise, and the sum of the kinetic and nuclear-attraction energies cannot fall. When the repulsion does drop, both a more spread-out electron density and correlation between the electrons can contribute. The result concerns this average and not the shape of the Coulomb hole. It also keeps H₀ fixed, whereas the adiabatic connection of density functional theory adjusts the external potential to keep the density fixed.

## Two trial states and two inequalities

Start with the variational principle. Let H be Hermitian with lowest eigenvalue E, orthonormal eigenvectors v_i and eigenvalues e_i ≥ E. Expand a normalised trial state as y = Σ_i c_i v_i, with Σ_i |c_i|² = 1. Then

⟨H⟩_y − E = Σ_i (e_i − E)|c_i|² ≥ 0.

If the sum vanishes, then c_i = 0 whenever e_i > E, so Hy = Ey.

Let E and F be the lowest eigenvalues at κ and μ. Using φ as a trial state at κ, and ψ as a trial state at μ, gives

(1) E = ⟨H₀⟩_ψ + κ⟨W⟩_ψ ≤ ⟨H₀⟩_φ + κ⟨W⟩_φ

(2) F = ⟨H₀⟩_φ + μ⟨W⟩_φ ≤ ⟨H₀⟩_ψ + μ⟨W⟩_ψ

In the sum of the two, the one-electron terms cancel:

(μ − κ)(⟨W⟩_φ − ⟨W⟩_ψ) ≤ 0.

Since μ − κ > 0, the repulsion cannot rise. Rearranging (1) then gives

⟨H₀⟩_φ − ⟨H₀⟩_ψ ≥ κ(⟨W⟩_ψ − ⟨W⟩_φ) ≥ 0.

Only the last step uses κ ≥ 0.

For strictness, suppose that (1) is an equality. Then φ reaches the lowest energy at κ, so (H₀ + κW)φ = Eφ. Subtracting this from (H₀ + μW)φ = Fφ leaves

(μ − κ)Wφ = (F − E)φ,

and φ is an eigenvector of W. If it is not one, (1) is strict. The summed inequality is then strict, and so is the rearranged form of (1), even at κ = 0. The condition is sufficient but not necessary: at a level crossing of commuting H₀ and W, the repulsion can drop although φ is an eigenvector of W.

## States, expectation values and coupling as matrices

The type `n` labels a finite orthonormal basis, for example the Slater determinants of a chosen orbital set. Passing from these matrices to the Hamiltonian of a real molecule, with its unbounded operators on an infinite-dimensional space, is a further step that the hypotheses do not supply.

In Lean 4 with Mathlib:

```lean
import Mathlib

open Matrix
open scoped ComplexOrder

namespace CouplingStrength

variable {n : Type*} [Fintype n] [DecidableEq n]
```

The expectation value is the real part of x†Ax. For Hermitian A the number is already real, so nothing is lost. There is no division by x†x; the theorems apply the definition to normalised states.

```lean
/-- The real part of `x† A x`. For Hermitian `A` and normalised `x` this is the expectation value of
`A` in the state `x`. -/
def expect (A : Matrix n n ℂ) (x : n → ℂ) : ℝ := (star x ⬝ᵥ (A *ᵥ x)).re
```

The coupling is a real number, converted to a complex one so that it can multiply the matrix. Calling H₀ the one-electron part and W the repulsion is a physical reading: the theorems ask only that both be Hermitian, and W need not be positive.

```lean
/-- The Hamiltonian `H₀ + κ W` with the repulsion `W` at coupling strength `κ`. -/
def coupled (H₀ W : Matrix n n ℂ) (κ : ℝ) : Matrix n n ℂ := H₀ + (κ : ℂ) • W
```

A ground state is defined by three properties: unit norm, the eigenvalue equation, and the absence of a lower real eigenvalue. Looking only at real eigenvalues is enough, because a Hermitian matrix has no others. Degeneracy is allowed, so ψ and φ may be any normalised vectors in their lowest eigenspaces. That the ground state minimises the energy is not part of the definition and is derived below.

```lean
/-- `x` is a normalised eigenvector of `H` with eigenvalue `E`, and no real eigenvalue of `H`
lies below `E`. -/
structure IsGroundState (H : Matrix n n ℂ) (E : ℝ) (x : n → ℂ) : Prop where
  unit : star x ⬝ᵥ x = 1
  eigen : H *ᵥ x = (E : ℂ) • x
  lowest : ∀ (E' : ℝ) (y : n → ℂ), y ≠ 0 → H *ᵥ y = (E' : ℂ) • y → E ≤ E'
```

## The variational principle from the spectrum

The first lemma splits the energy into ⟨H₀⟩ + κ⟨W⟩, as used on both sides of (1) and (2).

```lean
omit [DecidableEq n] in
/-- The energy at coupling `κ` is the one-electron energy plus `κ` times the bare repulsion. -/
theorem expect_coupled (H₀ W : Matrix n n ℂ) (κ : ℝ) (x : n → ℂ) :
    expect (coupled H₀ W κ) x = expect H₀ x + κ * expect W x := by
  simp [expect, coupled, Matrix.add_mulVec, Matrix.smul_mulVec, dotProduct_add,
    dotProduct_smul]
```

The next lemma says that H − E is positive semidefinite, which is the statement Σ_i (e_i − E)|c_i|² ≥ 0 without the explicit expansion. Mathlib reduces it to the claim that every eigenvalue of H − E is nonnegative. An eigenvector `v` of H − E with eigenvalue e is also an eigenvector of H, with eigenvalue E + e. The field `lowest` then gives E ≤ E + e, hence e ≥ 0.

```lean
/-- For Hermitian `H` with lowest eigenvalue `E`, the matrix `H - E` is positive semidefinite. -/
theorem excess_posSemidef {H : Matrix n n ℂ} (hH : H.IsHermitian) {E : ℝ} {x : n → ℂ}
    (hx : IsGroundState H E x) : (H - (E : ℂ) • (1 : Matrix n n ℂ)).PosSemidef := by
  have hA : (H - (E : ℂ) • (1 : Matrix n n ℂ)).IsHermitian := by
    change (H - (E : ℂ) • (1 : Matrix n n ℂ))ᴴ = _
    rw [conjTranspose_sub, conjTranspose_smul, conjTranspose_one, hH.eq]
    simp
  refine hA.posSemidef_iff_eigenvalues_nonneg.mpr fun i => ?_
  -- an eigenvector of `H - E` is an eigenvector of `H` with the eigenvalue shifted by `E`
  let v : n → ℂ := (hA.eigenvectorBasis i).ofLp
  have hv : (H - (E : ℂ) • (1 : Matrix n n ℂ)) *ᵥ v = (hA.eigenvalues i : ℂ) • v :=
    (hA.mulVec_eigenvectorBasis i).trans (by ext j; simp [v])
  have hv0 : v ≠ 0 := fun h =>
    hA.eigenvectorBasis.orthonormal.ne_zero i (PiLp.ext fun j => congrFun h j)
  rw [Matrix.sub_mulVec, Matrix.smul_mulVec, Matrix.one_mulVec, sub_eq_iff_eq_add] at hv
  have key := hx.lowest (E + hA.eigenvalues i) v hv0 (by
    rw [hv]
    push_cast
    module)
  change (0 : ℝ) ≤ hA.eigenvalues i
  linarith
```

The variational principle has two parts: the lower bound for any normalised `y`, and the conclusion that a `y` whose energy does not exceed E satisfies Hy = Ey. The step `hre` identifies the quadratic form of H − E with ⟨H⟩_y − E, which gives the bound. In the second part this form is zero, and a positive semidefinite matrix whose quadratic form vanishes on a vector sends that vector to zero. This replaces the argument about the coefficients c_i.

```lean
/-- Variational principle: for Hermitian `H`, a normalised trial state `y` has energy at least
the lowest eigenvalue `E`, and if its energy does not exceed `E` it is an eigenvector for `E`. -/
theorem variational {H : Matrix n n ℂ} (hH : H.IsHermitian) {E : ℝ} {x y : n → ℂ}
    (hx : IsGroundState H E x) (hy : star y ⬝ᵥ y = 1) :
    E ≤ expect H y ∧ (expect H y ≤ E → H *ᵥ y = (E : ℂ) • y) := by
  have hP := excess_posSemidef hH hx
  have h := Complex.le_def.mp (hP.dotProduct_mulVec_nonneg y)
  have hre : (star y ⬝ᵥ ((H - (E : ℂ) • (1 : Matrix n n ℂ)) *ᵥ y)).re = expect H y - E := by
    rw [Matrix.sub_mulVec, Matrix.smul_mulVec, Matrix.one_mulVec, dotProduct_sub,
      dotProduct_smul, hy]
    simp [expect]
  have h1 : 0 ≤ expect H y - E := by
    rw [← hre]
    exact h.1
  refine ⟨by linarith, fun hle => ?_⟩
  -- a vanishing quadratic form of a positive semidefinite matrix forces a null vector
  have hz : star y ⬝ᵥ ((H - (E : ℂ) • (1 : Matrix n n ℂ)) *ᵥ y) = 0 := by
    apply Complex.ext
    · rw [hre, Complex.zero_re]
      linarith
    · exact h.2.symm
  have h0 := (hP.dotProduct_mulVec_zero_iff y).mp hz
  rwa [Matrix.sub_mulVec, Matrix.smul_mulVec, Matrix.one_mulVec, sub_eq_zero] at h0
```

Two short facts complete the preparation. The energy of a ground state equals its eigenvalue, which supplies the equalities at the left of (1) and (2).

```lean
omit [DecidableEq n] in
/-- The energy expectation value in a ground state is the lowest eigenvalue. -/
theorem expect_ground {H : Matrix n n ℂ} {E : ℝ} {x : n → ℂ}
    (hx : IsGroundState H E x) : expect H x = E := by
  unfold expect
  rw [hx.eigen, dotProduct_smul, hx.unit]
  simp
```

The coupled Hamiltonian is Hermitian for every real κ, so the variational principle applies at both couplings.

```lean
omit [Fintype n] [DecidableEq n] in
/-- With `H₀` and `W` Hermitian, the Hamiltonian is Hermitian at every real coupling. -/
theorem coupled_isHermitian {H₀ W : Matrix n n ℂ} (hH : H₀.IsHermitian)
    (hW : W.IsHermitian) (κ : ℝ) : (coupled H₀ W κ).IsHermitian := by
  change (H₀ + (κ : ℂ) • W)ᴴ = H₀ + (κ : ℂ) • W
  rw [conjTranspose_add, conjTranspose_smul, hH.eq, hW.eq]
  simp
```

## Less repulsion, more one-electron energy

In the main theorem `E` and `F` are the two ground-state energies. Its conclusion is the pair of inequalities stated at the start, with the second written as `expect H₀ ψ ≤ expect H₀ φ`.

The facts `a` and `b` begin as variational bounds and become (1) and (2) after rewriting. For the repulsion, the proof assumes the opposite inequality. Then (μ − κ)(⟨W⟩_φ − ⟨W⟩_ψ) would be positive, and `nlinarith` finds the contradiction with the sum of `a` and `b`. For the one-electron energy, it combines `a` with κ(⟨W⟩_ψ − ⟨W⟩_φ) ≥ 0. The hypothesis `hκ` enters only here, although the theorem assumes it for the whole conclusion.

```lean
/-- For Hermitian `H₀` and `W` and couplings `0 ≤ κ < μ`, the ground state `φ` at `μ` has no more
bare repulsion and no less one-electron energy than the ground state `ψ` at `κ`. -/
theorem stronger_coupling {H₀ W : Matrix n n ℂ} (hH : H₀.IsHermitian) (hW : W.IsHermitian)
    {κ μ E F : ℝ} (hκ : 0 ≤ κ) (hκμ : κ < μ) {ψ φ : n → ℂ}
    (hψ : IsGroundState (coupled H₀ W κ) E ψ) (hφ : IsGroundState (coupled H₀ W μ) F φ) :
    expect W φ ≤ expect W ψ ∧ expect H₀ ψ ≤ expect H₀ φ := by
  -- each ground state is a trial state for the other Hamiltonian
  have a := (variational (coupled_isHermitian hH hW κ) hψ hφ.unit).1
  have b := (variational (coupled_isHermitian hH hW μ) hφ hψ.unit).1
  rw [← expect_ground hψ, expect_coupled, expect_coupled] at a
  rw [← expect_ground hφ, expect_coupled, expect_coupled] at b
  have hw : expect W φ ≤ expect W ψ := by
    by_contra hc
    have := mul_pos (sub_pos.mpr hκμ) (sub_pos.mpr (not_le.mp hc))
    nlinarith
  refine ⟨hw, ?_⟩
  have := mul_nonneg hκ (sub_nonneg.mpr hw)
  nlinarith
```

The strict version adds the hypothesis `hne`: there is no real c with Wφ = cφ. Since W is Hermitian, this says that φ is not an eigenvector of W. For a one-dimensional space the hypothesis is never met, as every nonzero vector is then an eigenvector.

The strict form of (1) is proved by contradiction. If φ did reach the lowest energy at κ, the second part of `variational` would make it an eigenvector there. The component equations `p` and `q`, at κ and μ, are subtracted to give the eigenvalue (F − E)/(μ − κ) of W, against `hne`. The remaining steps repeat the previous proof with `a` strict.

```lean
/-- For Hermitian `H₀` and `W` and `0 ≤ κ < μ`, if the ground state `φ` at `μ` is not an eigenvector
of `W`, the repulsion is strictly lower and the one-electron energy strictly higher than at `κ`. -/
theorem stronger_coupling_strict {H₀ W : Matrix n n ℂ} (hH : H₀.IsHermitian)
    (hW : W.IsHermitian) {κ μ E F : ℝ} (hκ : 0 ≤ κ) (hκμ : κ < μ) {ψ φ : n → ℂ}
    (hψ : IsGroundState (coupled H₀ W κ) E ψ) (hφ : IsGroundState (coupled H₀ W μ) F φ)
    (hne : ¬ ∃ c : ℝ, W *ᵥ φ = (c : ℂ) • φ) :
    expect W φ < expect W ψ ∧ expect H₀ ψ < expect H₀ φ := by
  -- `φ` cannot reach the lowest energy at `κ`, or it would be an eigenvector of `W`
  have a : E < expect (coupled H₀ W κ) φ := by
    by_contra hc
    have h1 := (variational (coupled_isHermitian hH hW κ) hψ hφ.unit).2 (not_lt.mp hc)
    refine hne ⟨(F - E) / (μ - κ), ?_⟩
    have hd : (μ : ℂ) - κ ≠ 0 := by
      exact_mod_cast (sub_pos.mpr hκμ).ne'
    ext i
    have p := congrFun h1 i
    have q := congrFun hφ.eigen i
    simp only [coupled, Matrix.add_mulVec, Matrix.smul_mulVec, Pi.add_apply, Pi.smul_apply,
      smul_eq_mul] at p q ⊢
    push_cast
    rw [div_mul_eq_mul_div, eq_div_iff hd]
    linear_combination q - p
  have b := (variational (coupled_isHermitian hH hW μ) hφ hψ.unit).1
  rw [← expect_ground hψ, expect_coupled, expect_coupled] at a
  rw [← expect_ground hφ, expect_coupled, expect_coupled] at b
  have hw : expect W φ < expect W ψ := by
    by_contra hc
    have := mul_nonneg (sub_pos.mpr hκμ).le (sub_nonneg.mpr (not_lt.mp hc))
    nlinarith
  refine ⟨hw, ?_⟩
  have := mul_nonneg hκ (sub_pos.mpr hw).le
  nlinarith
```

## A two-level system with negative coupling

Take H₀ = W = diag(0, 1), so that the Hamiltonian at coupling c is diag(0, 1 + c). At c = −2 the levels are 0 and −1, and the ground state is the second basis state, with ⟨H₀⟩ = 1. At c = 0 the levels are 0 and 1, and the ground state is the first basis state, with ⟨H₀⟩ = 0. The one-electron energy has fallen as the coupling rose. Thus κ < μ together with μ ≥ 0 does not suffice for the one-electron inequality. Physically, a negative coupling turns the repulsion into an attraction.

In the proof, `key` computes the action of the Hamiltonian on an arbitrary vector. The step `low` shows that a number E with E ≤ 0 and E ≤ 1 + c is less than or equal to every real eigenvalue: an eigenvalue smaller than E would force both components of its eigenvector to vanish. The rest checks normalisation, the two eigenvalue equations and the final comparison.

```lean
/-- For `H₀ = W = diag(0, 1)`, raising the coupling from `-2` to `0` moves the ground state from
the second basis state to the first and lowers the one-electron energy. -/
theorem negative_coupling_example :
    let D : Matrix (Fin 2) (Fin 2) ℂ := !![0, 0; 0, 1]
    IsGroundState (coupled D D (-2)) (-1) ![0, 1] ∧
      IsGroundState (coupled D D 0) 0 ![1, 0] ∧ expect D ![1, 0] < expect D ![0, 1] := by
  intro D
  have key : ∀ (c : ℝ) (y : Fin 2 → ℂ),
      coupled D D c *ᵥ y = ![0, (1 + (c : ℂ)) * y 1] := by
    intro c y
    ext i
    fin_cases i <;> simp [D, coupled, Matrix.mulVec, dotProduct, Fin.sum_univ_two]
  -- the eigenvalues are `0` and `1 + c`, so a common lower bound bounds the spectrum
  have low : ∀ c E : ℝ, E ≤ 0 → E ≤ 1 + c → ∀ (E' : ℝ) (y : Fin 2 → ℂ), y ≠ 0 →
      coupled D D c *ᵥ y = (E' : ℂ) • y → E ≤ E' := by
    intro c E hE hc E' y hy h
    by_contra hlt
    have hlt' := not_le.mp hlt
    rw [key] at h
    have h0 : (0 : ℂ) = (E' : ℂ) * y 0 := congrFun h 0
    have h1 : (1 + (c : ℂ)) * y 1 = (E' : ℂ) * y 1 := congrFun h 1
    have n0 : (E' : ℂ) ≠ 0 := by
      have hn : E' < 0 := by linarith
      exact_mod_cast hn.ne
    have n1 : 1 + (c : ℂ) - E' ≠ 0 := by
      have hp : 0 < 1 + c - E' := by linarith
      exact_mod_cast hp.ne'
    have y0 : y 0 = 0 := (mul_eq_zero.mp h0.symm).resolve_left n0
    have y1 : y 1 = 0 :=
      (mul_eq_zero.mp (show (1 + (c : ℂ) - E') * y 1 = 0 by
        linear_combination h1)).resolve_left n1
    apply hy
    ext i
    fin_cases i
    · exact y0
    · exact y1
  refine ⟨⟨?_, ?_, low _ _ (by norm_num) (by norm_num)⟩,
    ⟨?_, ?_, low _ _ (by norm_num) (by norm_num)⟩, ?_⟩
  · simp [dotProduct, Fin.sum_univ_two]
  · rw [key]
    ext i
    fin_cases i <;> norm_num
  · simp [dotProduct, Fin.sum_univ_two]
  · rw [key]
    ext i
    fin_cases i <;> simp
  · simp [D, expect, Matrix.mulVec, dotProduct, Fin.sum_univ_two]

end CouplingStrength
```

```lean
#print axioms CouplingStrength.stronger_coupling
-- 'CouplingStrength.stronger_coupling' depends on axioms: [propext, Classical.choice, Quot.sound]
#print axioms CouplingStrength.stronger_coupling_strict
-- 'CouplingStrength.stronger_coupling_strict' depends on axioms: [propext, Classical.choice, Quot.sound]
#print axioms CouplingStrength.negative_coupling_example
-- 'CouplingStrength.negative_coupling_example' depends on axioms: [propext, Classical.choice, Quot.sound]
```
